# Smearing shifts every quadratic potential by ⟨r²⟩/6 times its Laplacian if and only if the weights sum to one, the mean displacement is zero and the second-moment matrix is ⟨r²⟩/3 times the identity

Smearing replaces a potential V(x) in three dimensions by a weighted sum of its values at finitely many displaced points, with real weights that may be negative and need not sum to one. The theorem `smearing_law_iff_isotropic` says that this adds exactly `R2 / 6` times the Laplacian to every quadratic potential, at every point, if and only if the weights sum to one, the mean displacement vanishes and the second-moment matrix is `R2 / 3` times the identity. The "if" direction is an earlier theorem of the file. For the converse the proof puts test potentials into the assumed law: a constant gives the total weight, a linear potential each component of the mean, and a product of two coordinates each second moment.

The failing Lean file:

```lean
import Mathlib

open Matrix

namespace DarwinSmearing

noncomputable section

variable {ι : Type*} [Fintype ι]

/-- The quadratic potential `V(x) = a + b·x + xᵀ A x` on three-dimensional space. -/
def quadPotential (a : ℝ) (b : Fin 3 → ℝ) (A : Matrix (Fin 3) (Fin 3) ℝ)
    (x : Fin 3 → ℝ) : ℝ :=
  a + b ⬝ᵥ x + x ⬝ᵥ (A *ᵥ x)

/-- The weighted sum of the values of `V` at the displaced positions `x + d k`. The weights need not
add up to one. -/
def smeared (w : ι → ℝ) (d : ι → Fin 3 → ℝ) (V : (Fin 3 → ℝ) → ℝ) (x : Fin 3 → ℝ) : ℝ :=
  ∑ k, w k * V (x + d k)

/-- The Laplacian: the sum of the second derivatives along the three coordinate axes. -/
def laplacian (V : (Fin 3 → ℝ) → ℝ) (x : Fin 3 → ℝ) : ℝ :=
  ∑ i, deriv (deriv fun t : ℝ => V (x + t • Pi.single i 1)) 0

/-- Weighted displacements with total weight one, zero mean, and second-moment matrix
`R2 / 3` times the identity. -/
structure IsotropicCloud (w : ι → ℝ) (d : ι → Fin 3 → ℝ) (R2 : ℝ) : Prop where
  total : ∑ k, w k = 1
  mean : ∀ i, ∑ k, w k * d k i = 0
  second : ∀ i j, ∑ k, w k * (d k i * d k j) = if i = j then R2 / 3 else 0

/-- The exact expansion of a quadratic potential about `x` in the displacement `u`. -/
theorem quadPotential_add (a : ℝ) (b : Fin 3 → ℝ) (A : Matrix (Fin 3) (Fin 3) ℝ)
    (x u : Fin 3 → ℝ) :
    quadPotential a b A (x + u) = quadPotential a b A x
      + ∑ i, (b i + (A *ᵥ x) i + (x ᵥ* A) i) * u i + ∑ i, ∑ j, A i j * (u i * u j) := by
  simp only [quadPotential, dotProduct, Matrix.mulVec, Matrix.vecMul, Fin.sum_univ_three,
    Pi.add_apply]
  ring

/-- The Laplacian of a quadratic potential is twice the trace of its matrix. -/
theorem laplacian_quadPotential (a : ℝ) (b : Fin 3 → ℝ) (A : Matrix (Fin 3) (Fin 3) ℝ)
    (x : Fin 3 → ℝ) : laplacian (quadPotential a b A) x = 2 * A.trace := by
  -- second derivative of a parabola
  have parabola : ∀ p q r : ℝ, deriv (deriv fun t : ℝ => p + q * t + r * (t * t)) 0 = 2 * r := by
    intro p q r
    have h1 : (deriv fun t : ℝ => p + q * t + r * (t * t)) = fun t => q + 2 * r * t := by
      funext t
      have h := (((hasDerivAt_id' t).const_mul q).const_add p).fun_add
        (((hasDerivAt_id' t).fun_mul (hasDerivAt_id' t)).const_mul r)
      exact (h.congr_deriv (by ring)).deriv
    rw [h1]
    have h2 := ((hasDerivAt_id' (0 : ℝ)).const_mul (2 * r)).const_add q
    exact (h2.congr_deriv (mul_one _)).deriv
  -- along each axis the potential is a parabola with curvature set by the diagonal of `A`
  have line : ∀ i, (fun t : ℝ => quadPotential a b A (x + t • Pi.single i 1)) =
      fun t => quadPotential a b A x + (b i + (A *ᵥ x) i + (x ᵥ* A) i) * t
        + A i i * (t * t) := by
    intro i
    funext t
    rw [quadPotential_add]
    fin_cases i <;> simp [Pi.single_apply]
  simp only [laplacian, line, parabola, Matrix.trace, Matrix.diag_apply, Finset.mul_sum]

/-- The smeared quadratic potential expressed through the total weight, the first moments and the
second moments, for arbitrary weights and displacements. -/
theorem smeared_moments (w : ι → ℝ) (d : ι → Fin 3 → ℝ) (a : ℝ) (b : Fin 3 → ℝ)
    (A : Matrix (Fin 3) (Fin 3) ℝ) (x : Fin 3 → ℝ) :
    smeared w d (quadPotential a b A) x = quadPotential a b A x * ∑ k, w k
      + ∑ i, (b i + (A *ᵥ x) i + (x ᵥ* A) i) * ∑ k, w k * d k i
      + ∑ i, ∑ j, A i j * ∑ k, w k * (d k i * d k j) := by
  simp only [smeared, quadPotential_add]
  simp only [Fin.sum_univ_three]
  simp only [Finset.mul_sum, ← Finset.sum_add_distrib]
  refine Finset.sum_congr rfl fun k _ => ?_
  ring

/-- Isotropic smearing with mean square displacement `R2` shifts every quadratic potential by
exactly `R2 / 6` times its Laplacian. -/
theorem smeared_eq_add_laplacian {w : ι → ℝ} {d : ι → Fin 3 → ℝ} {R2 : ℝ}
    (h : IsotropicCloud w d R2) (a : ℝ) (b : Fin 3 → ℝ) (A : Matrix (Fin 3) (Fin 3) ℝ)
    (x : Fin 3 → ℝ) :
    smeared w d (quadPotential a b A) x =
      quadPotential a b A x + R2 / 6 * laplacian (quadPotential a b A) x := by
  rw [smeared_moments, laplacian_quadPotential, h.total]
  simp only [h.mean, h.second, mul_zero, Finset.sum_const_zero, mul_ite, Finset.sum_ite_eq,
    Finset.mem_univ, if_true, Matrix.trace, Matrix.diag_apply, Fin.sum_univ_three]
  ring

/-- The shift is `R2 / 6` times the Laplacian for all quadratic potentials if and only if the
displacements have unit weight, zero mean and isotropic second moments `R2 / 3`. -/
theorem smearing_law_iff_isotropic (w : ι → ℝ) (d : ι → Fin 3 → ℝ) (R2 : ℝ) :
    (∀ a b A x, smeared w d (quadPotential a b A) x =
      quadPotential a b A x + R2 / 6 * laplacian (quadPotential a b A) x) ↔
    IsotropicCloud w d R2 := by
  refine ⟨fun H => ⟨?_, ?_, ?_⟩, fun h => smeared_eq_add_laplacian h⟩
  · -- a constant potential measures the total weight
    have h := H 1 0 0 0
    rw [laplacian_quadPotential] at h
    simpa [smeared, quadPotential] using h
  · -- a uniform field measures the mean displacement
    intro i
    have h := H 0 (Pi.single i 1) 0 0
    rw [laplacian_quadPotential] at h
    simpa [smeared, quadPotential] using h
  · -- a bilinear potential measures one second moment
    intro i j
    have h := H 0 0 (Matrix.of fun p q => if p = i ∧ q = j then 1 else 0) 0
    rw [laplacian_quadPotential] at h
    revert h
    fin_cases i <;> fin_cases j <;> intro h <;>
      simp [smeared, quadPotential, dotProduct, Matrix.mulVec, Matrix.trace,
        Fin.sum_univ_three] at h ⊢ <;> linarith

end

end DarwinSmearing
```

The error:

```
Main.lean:113:39: error: linarith failed to find a contradiction
case refine_3.«0».«1».h1
ι : Type u_1
inst✝ : Fintype ι
w : ι → ℝ
d : ι → Fin 3 → ℝ
R2 : ℝ
H :
  ∀ (a : ℝ) (b : Fin 3 → ℝ) (A : Matrix (Fin 3) (Fin 3) ℝ) (x : Fin 3 → ℝ),
    smeared w d (quadPotential a b A) x = quadPotential a b A x + R2 / 6 * laplacian (quadPotential a b A) x
h : ∑ x, w x * (d x 0 * d x 1) = R2 / 6 * (2 * ↑{x | x = 0 ∧ x = 1}.card)
a✝ : ∑ x, w x * (d x 0 * d x 1) < 0
⊢ False
failed
Main.lean:113:39: error: linarith failed to find a contradiction
case refine_3.«0».«2».h1
ι : Type u_1
inst✝ : Fintype ι
w : ι → ℝ
d : ι → Fin 3 → ℝ
R2 : ℝ
H :
  ∀ (a : ℝ) (b : Fin 3 → ℝ) (A : Matrix (Fin 3) (Fin 3) ℝ) (x : Fin 3 → ℝ),
    smeared w d (quadPotential a b A) x = quadPotential a b A x + R2 / 6 * laplacian (quadPotential a b A) x
h : ∑ x, w x * (d x 0 * d x 2) = R2 / 6 * (2 * ↑{x | x = 0 ∧ x = 2}.card)
a✝ : ∑ x, w x * (d x 0 * d x 2) < 0
⊢ False
failed
Main.lean:113:39: error: linarith failed to find a contradiction
case refine_3.«1».«0».h1
ι : Type u_1
inst✝ : Fintype ι
w : ι → ℝ
d : ι → Fin 3 → ℝ
R2 : ℝ
H :
  ∀ (a : ℝ) (b : Fin 3 → ℝ) (A : Matrix (Fin 3) (Fin 3) ℝ) (x : Fin 3 → ℝ),
    smeared w d (quadPotential a b A) x = quadPotential a b A x + R2 / 6 * laplacian (quadPotential a b A) x
h : ∑ x, w x * (d x 1 * d x 0) = R2 / 6 * (2 * ↑{x | x = 1 ∧ x = 0}.card)
a✝ : ∑ x, w x * (d x 1 * d x 0) < 0
⊢ False
failed
Main.lean:113:39: error: linarith failed to find a contradiction
case refine_3.«1».«2».h1
ι : Type u_1
inst✝ : Fintype ι
w : ι → ℝ
d : ι → Fin 3 → ℝ
R2 : ℝ
H :
  ∀ (a : ℝ) (b : Fin 3 → ℝ) (A : Matrix (Fin 3) (Fin 3) ℝ) (x : Fin 3 → ℝ),
    smeared w d (quadPotential a b A) x = quadPotential a b A x + R2 / 6 * laplacian (quadPotential a b A) x
h : ∑ x, w x * (d x 1 * d x 2) = R2 / 6 * (2 * ↑{x | x = 1 ∧ x = 2}.card)
a✝ : ∑ x, w x * (d x 1 * d x 2) < 0
⊢ False
failed
Main.lean:113:39: error: linarith failed to find a contradiction
case refine_3.«2».«0».h1
ι : Type u_1
inst✝ : Fintype ι
w : ι → ℝ
d : ι → Fin 3 → ℝ
R2 : ℝ
H :
  ∀ (a : ℝ) (b : Fin 3 → ℝ) (A : Matrix (Fin 3) (Fin 3) ℝ) (x : Fin 3 → ℝ),
    smeared w d (quadPotential a b A) x = quadPotential a b A x + R2 / 6 * laplacian (quadPotential a b A) x
h : ∑ x, w x * (d x 2 * d x 0) = R2 / 6 * (2 * ↑{x | x = 2 ∧ x = 0}.card)
a✝ : ∑ x, w x * (d x 2 * d x 0) < 0
⊢ False
failed
Main.lean:113:39: error: linarith failed to find a contradiction
case refine_3.«2».«1».h1
ι : Type u_1
inst✝ : Fintype ι
w : ι → ℝ
d : ι → Fin 3 → ℝ
R2 : ℝ
H :
  ∀ (a : ℝ) (b : Fin 3 → ℝ) (A : Matrix (Fin 3) (Fin 3) ℝ) (x : Fin 3 → ℝ),
    smeared w d (quadPotential a b A) x = quadPotential a b A x + R2 / 6 * laplacian (quadPotential a b A) x
h : ∑ x, w x * (d x 2 * d x 1) = R2 / 6 * (2 * ↑{x | x = 2 ∧ x = 1}.card)
a✝ : ∑ x, w x * (d x 2 * d x 1) < 0
⊢ False
failed
```

Diagnosis. The six errors are the six off-diagonal second moments, which must be shown to vanish. The test matrix has a single nonzero entry, off the diagonal, so its trace is zero, but `simp` did not get that far. Given `Matrix.trace`, it unfolded the trace into a sum over the indices of terms that are 1 or 0, and turned this sum into the number of indices satisfying a condition such as `x = 0 ∧ x = 1`, before `Fin.sum_univ_three` could write it out. No index satisfies the condition, but `simp` left the count unevaluated in `h`, and `linarith` does not work out that it is zero.

The repair rewrites with `Matrix.trace_fin_three` before `simp` runs. The trace is then the explicit sum of three diagonal entries, and there is no sum left to become a count. In each case `simp` can decide the conditions in these entries, and the trace term drops out of the off-diagonal cases. Removing `Matrix.trace` from the `simp` list is mere tidying, since no trace remains to unfold.

This version goes through:

```diff
@@ -107,8 +107,8 @@
     intro i j
     have h := H 0 0 (Matrix.of fun p q => if p = i ∧ q = j then 1 else 0) 0
-    rw [laplacian_quadPotential] at h
+    rw [laplacian_quadPotential, Matrix.trace_fin_three] at h
     revert h
     fin_cases i <;> fin_cases j <;> intro h <;>
-      simp [smeared, quadPotential, dotProduct, Matrix.mulVec, Matrix.trace,
+      simp [smeared, quadPotential, dotProduct, Matrix.mulVec,
         Fin.sum_univ_three] at h ⊢ <;> linarith
 
```
